# Two transition states in series with power-law state counts: a rate that falls on heating despite a submerged saddle

## Can a reaction with a saddle slow down as it gets warmer?

If I assume that every saddle makes a rate rise with temperature, I will read a rate that falls on heating as proof that there is no saddle. I believe this inference already fails for a loose outer transition state followed by a tight inner one whose saddle lies below the reactants. Take power-law numbers of open states, with a positive outer exponent and an inner exponent no larger than it, and let the rate through the outer transition state alone be independent of temperature. The thermal rate should then be finite and fall strictly with temperature. Can this be derived rigorously and checked by machine?

## Answer: at lower temperature, more of the captured flux gets through

Measure the energy \(E\) from the reactants and let the saddle lie at \(-V\). The numbers of open states are

\[ N_1=cE^s,\qquad N_2=d(E+V)^r, \]

with \(c,d,V>0\) and natural numbers \(r\le s\), \(s\ge1\). A complex formed through the outer transition state goes on through the inner one with probability

\[ t(E)=\frac{N_2}{N_1+N_2}=\frac{1}{1+\frac cd\,\frac{E^s}{(E+V)^r}}, \]

so the effective number of states is \(N_1t=N_1N_2/(N_1+N_2)\). With \(b=1/(k_BT)\), the rate up to constant factors is

\[ k(b)=b^{s+1}\int_0^\infty N_1(E)\,t(E)\,e^{-bE}\,dE. \]

The prefactor stands for a reactant partition function proportional to \(b^{-(s+1)}\). This choice makes the rate through the outer transition state alone independent of temperature.

**Transmission falls with energy.** Write

\[ \frac{E^s}{(E+V)^r}=\left(\frac{E}{E+V}\right)^r E^{s-r}. \]

Neither factor decreases for \(E\ge0\). If \(r\ge1\), the first rises strictly because \(V>0\); if \(r=0\), the second does because \(s\ge1\). The product therefore rises strictly, and \(t\) falls strictly.

**Scaling.** Put \(x=bE\), so that \(dE=dx/b\). All powers of \(b\) cancel:

\[ k(b)=\int_0^\infty c\,x^s e^{-x}\,t(x/b)\,dx. \]

Since \(0\le t\le1\), the integral is at most \(c\,s!\), hence finite. If \(b<b'\), then \(x/b'<x/b\), so \(t(x/b')>t(x/b)\) at every \(x>0\), and \(k(b')>k(b)\).

**Cold limit.** As \(b\to\infty\), \(t(x/b)\to t(0)=1\). The bound \(c\,x^se^{-x}\) permits dominated convergence, so \(k(b)\to c\,s!\), the value for the outer transition state alone.

The order of the steps matters. Comparing the original integrands at fixed \(E\) fails, because \(b^{s+1}\) rises with \(b\) while \(e^{-bE}\) falls. After the substitution, the pointwise comparison at fixed \(x\) works.

### The model and its theorems in Lean

```lean
import Mathlib

open MeasureTheory Set Filter Topology

namespace TwoTransitionStateModel

noncomputable section

/-- Number of open states `c E^s` at the loose outer transition state. -/
def outerStates (c : ℝ) (s : ℕ) (E : ℝ) : ℝ := c * E ^ s

/-- Number of open states `d (E + V)^r` at the tight inner transition state, whose saddle
lies an energy `V` below the reactants. -/
def innerStates (d V : ℝ) (r : ℕ) (E : ℝ) : ℝ := d * (E + V) ^ r

/-- Effective number of open states `N₁ N₂ / (N₁ + N₂)` of two transition states in series. -/
def effectiveStates (c d V : ℝ) (s r : ℕ) (E : ℝ) : ℝ :=
  outerStates c s E * innerStates d V r E / (outerStates c s E + innerStates d V r E)

/-- The thermal rate at inverse temperature `b`, up to constant factors, for a reactant
partition function proportional to `b^(-(s+1))` times `b`-independent factors. -/
def rate (c d V : ℝ) (s r : ℕ) (b : ℝ) : ℝ :=
  b ^ (s + 1) * ∫ E in Ioi (0 : ℝ), effectiveStates c d V s r E * Real.exp (-(b * E))

/-- The fraction `N₂ / (N₁ + N₂)` of the outer flux that the inner transition state transmits. -/
def transmission (c d V : ℝ) (s r : ℕ) (E : ℝ) : ℝ :=
  innerStates d V r E / (outerStates c s E + innerStates d V r E)

/-- The integrand of the rate in the reduced energy `x = b E`. -/
def reducedFlux (c d V : ℝ) (s r : ℕ) (b x : ℝ) : ℝ :=
  c * (Real.exp (-x) * x ^ s) * transmission c d V s r (x / b)

variable {c d V : ℝ} {s r : ℕ}

/-- At non-negative energy the transmitted fraction lies between zero and one. -/
theorem transmission_mem_Icc (hc : 0 < c) (hd : 0 < d) (hV : 0 < V) {E : ℝ} (hE : 0 ≤ E) :
    transmission c d V s r E ∈ Icc (0 : ℝ) 1 := by
  have h1 : 0 ≤ outerStates c s E := by unfold outerStates; positivity
  have h2 : 0 < innerStates d V r E := by unfold innerStates; positivity
  unfold transmission
  refine ⟨by positivity, ?_⟩
  rw [div_le_one (by positivity)]
  linarith

/-- The transmitted fraction falls strictly as the energy rises. -/
theorem transmission_strictAntiOn (hc : 0 < c) (hd : 0 < d) (hV : 0 < V)
    (hrs : r ≤ s) (hs : 1 ≤ s) : StrictAntiOn (transmission c d V s r) (Ici 0) := by
  intro E hE E' _ hlt
  have hE0 : 0 ≤ E := hE
  have hE' : 0 < E' := lt_of_le_of_lt hE0 hlt
  -- the ratio E^s / (E+V)^r rises strictly, written without division
  have key : (E' + V) ^ r * E ^ s < (E + V) ^ r * E' ^ s := by
    obtain ⟨m, rfl⟩ := Nat.exists_eq_add_of_le hrs
    have e1 : (E' + V) ^ r * E ^ (r + m) = ((E' + V) * E) ^ r * E ^ m := by
      rw [mul_pow, pow_add]; ring
    have e2 : (E + V) ^ r * E' ^ (r + m) = ((E + V) * E') ^ r * E' ^ m := by
      rw [mul_pow, pow_add]; ring
    rw [e1, e2]
    have hAB : (E' + V) * E < (E + V) * E' := by nlinarith [mul_lt_mul_of_pos_left hlt hV]
    have hA : 0 ≤ (E' + V) * E := by positivity
    rcases Nat.eq_zero_or_pos r with h0 | hr
    · subst h0
      simpa using pow_lt_pow_left₀ hlt hE0 (by omega : m ≠ 0)
    · calc ((E' + V) * E) ^ r * E ^ m ≤ ((E' + V) * E) ^ r * E' ^ m :=
            mul_le_mul_of_nonneg_left (pow_le_pow_left₀ hE0 hlt.le m) (pow_nonneg hA r)
        _ < ((E + V) * E') ^ r * E' ^ m :=
            mul_lt_mul_of_pos_right (pow_lt_pow_left₀ hAB hA (by omega)) (pow_pos hE' m)
  have hk := mul_lt_mul_of_pos_left key (mul_pos hc hd)
  unfold transmission outerStates innerStates
  have p1 : 0 < c * E ^ s + d * (E + V) ^ r := by positivity
  have p2 : 0 < c * E' ^ s + d * (E' + V) ^ r := by positivity
  rw [div_lt_iff₀ p2, div_mul_eq_mul_div, lt_div_iff₀ p1]
  nlinarith [hk]

/-- At reduced energy `x = b E`, the reduced flux is `b^s` times the Boltzmann-weighted effective
number of states at energy `E`. -/
theorem reducedFlux_scaling {b : ℝ} (hb : 0 < b) (E : ℝ) :
    reducedFlux c d V s r b (b * E)
      = b ^ s * (effectiveStates c d V s r E * Real.exp (-(b * E))) := by
  unfold reducedFlux
  rw [mul_div_cancel_left₀ _ hb.ne', mul_pow]
  unfold transmission effectiveStates outerStates
  ring

/-- The rate is the integral of the reduced flux, in which the temperature enters only
through the transmitted fraction. -/
theorem rate_eq_integral_reducedFlux {b : ℝ} (hb : 0 < b) :
    rate c d V s r b = ∫ x in Ioi (0 : ℝ), reducedFlux c d V s r b x := by
  have h := integral_comp_mul_left_Ioi (reducedFlux c d V s r b) 0 hb
  simp only [reducedFlux_scaling hb, mul_zero, smul_eq_mul] at h
  rw [integral_const_mul] at h
  unfold rate
  rw [pow_succ', mul_assoc, h, ← mul_assoc, mul_inv_cancel₀ hb.ne', one_mul]

/-- The flux through the outer transition state alone has a finite thermal integral. -/
theorem outerFlux_integrable (c : ℝ) (s : ℕ) :
    IntegrableOn (fun x : ℝ => c * (Real.exp (-x) * x ^ s)) (Ioi 0) := by
  have h := Real.GammaIntegral_convergent (s := (s : ℝ) + 1) (by positivity)
  simp only [add_sub_cancel_right, Real.rpow_natCast] at h
  exact h.const_mul c

/-- The reduced flux is measurable, bounded by the flux through the outer transition state
alone, and integrable. -/
theorem reducedFlux_integrable (hc : 0 < c) (hd : 0 < d) (hV : 0 < V) {b : ℝ} (hb : 0 < b) :
    Measurable (reducedFlux c d V s r b) ∧
    (∀ x ∈ Ioi (0 : ℝ), ‖reducedFlux c d V s r b x‖ ≤ c * (Real.exp (-x) * x ^ s)) ∧
    IntegrableOn (reducedFlux c d V s r b) (Ioi 0) := by
  have hm : Measurable (reducedFlux c d V s r b) := by
    unfold reducedFlux transmission outerStates innerStates
    fun_prop
  have hbd : ∀ x ∈ Ioi (0 : ℝ),
      ‖reducedFlux c d V s r b x‖ ≤ c * (Real.exp (-x) * x ^ s) := by
    intro x hx
    have hx0 : 0 < x := hx
    have ht := transmission_mem_Icc (s := s) (r := r) hc hd hV (div_pos hx0 hb).le
    have hp : 0 ≤ c * (Real.exp (-x) * x ^ s) := by positivity
    unfold reducedFlux
    rw [Real.norm_eq_abs, abs_of_nonneg (mul_nonneg hp ht.1)]
    exact mul_le_of_le_one_right hp ht.2
  exact ⟨hm, hbd, Integrable.mono' (outerFlux_integrable c s) hm.aestronglyMeasurable
    ((ae_restrict_iff' measurableSet_Ioi).2 (Eventually.of_forall hbd))⟩

/-- Two-transition-state model with a submerged saddle: the thermal integral converges at every
positive inverse temperature `b`, and the rate increases strictly with `b`. -/
theorem rate_finite_and_strictMonoOn (hc : 0 < c) (hd : 0 < d) (hV : 0 < V)
    (hrs : r ≤ s) (hs : 1 ≤ s) :
    (∀ b > 0, IntegrableOn
      (fun E => effectiveStates c d V s r E * Real.exp (-(b * E))) (Ioi 0)) ∧
    StrictMonoOn (rate c d V s r) (Ioi 0) := by
  constructor
  · intro b hb
    have h := (integrableOn_Ioi_comp_mul_left_iff (reducedFlux c d V s r b) 0 hb).2
      (by simpa using (reducedFlux_integrable hc hd hV hb).2.2)
    simp only [reducedFlux_scaling hb] at h
    have h' := h.const_mul (b ^ s)⁻¹
    simp only [inv_mul_cancel_left₀ (pow_pos hb s).ne'] at h'
    exact h'
  · intro b hb b' hb' hlt
    have hb0 : 0 < b := hb
    have hb0' : 0 < b' := hb'
    have hi := (reducedFlux_integrable (s := s) (r := r) hc hd hV hb0).2.2
    have hi' := (reducedFlux_integrable (s := s) (r := r) hc hd hV hb0').2.2
    -- at fixed x = bE, colder means lower energy and so higher transmission
    have hpos : ∀ x ∈ Ioi (0 : ℝ),
        0 < reducedFlux c d V s r b' x - reducedFlux c d V s r b x := by
      intro x hx
      have hx0 : 0 < x := hx
      have ht := transmission_strictAntiOn hc hd hV hrs hs
        (mem_Ici.2 (div_pos hx0 hb0').le) (mem_Ici.2 (div_pos hx0 hb0).le)
        (div_lt_div_of_pos_left hx0 hb0 hlt)
      exact sub_pos.2 (mul_lt_mul_of_pos_left ht (by positivity))
    have hI : IntegrableOn
        (fun x => reducedFlux c d V s r b' x - reducedFlux c d V s r b x) (Ioi 0) := hi'.sub hi
    have h0 : 0 ≤ᵐ[volume.restrict (Ioi (0 : ℝ))]
        (fun x => reducedFlux c d V s r b' x - reducedFlux c d V s r b x) :=
      (ae_restrict_iff' measurableSet_Ioi).2 (Eventually.of_forall fun x hx => (hpos x hx).le)
    have hint := (setIntegral_pos_iff_support_of_nonneg_ae h0 hI).2
      (lt_of_lt_of_le (by simp : (0 : ENNReal) < volume (Ioi (0 : ℝ)))
        (measure_mono fun x hx => ⟨(hpos x hx).ne', hx⟩))
    rw [integral_sub hi' hi] at hint
    rw [rate_eq_integral_reducedFlux hb0, rate_eq_integral_reducedFlux hb0']
    linarith

/-- As a function of the temperature `T`, with `b = 1/(kB T)`, the rate falls strictly. -/
theorem rate_strictAntiOn_temperature (hc : 0 < c) (hd : 0 < d) (hV : 0 < V)
    (hrs : r ≤ s) (hs : 1 ≤ s) {kB : ℝ} (hk : 0 < kB) :
    StrictAntiOn (fun T => rate c d V s r (1 / (kB * T))) (Ioi 0) := by
  intro T hT T' hT' hlt
  have h1 : 0 < kB * T := mul_pos hk hT
  have h2 : 0 < kB * T' := mul_pos hk hT'
  exact (rate_finite_and_strictMonoOn hc hd hV hrs hs).2
    (mem_Ioi.2 (one_div_pos.2 h2)) (mem_Ioi.2 (one_div_pos.2 h1))
    (one_div_lt_one_div_of_lt h1 (mul_lt_mul_of_pos_left hlt hk))

/-- In the limit of low temperature the rate tends to `c s!`. -/
theorem rate_tendsto_capture (hc : 0 < c) (hd : 0 < d) (hV : 0 < V) (hs : 1 ≤ s) :
    Tendsto (rate c d V s r) atTop (𝓝 (c * (Nat.factorial s : ℝ))) := by
  have hG : ∫ x in Ioi (0 : ℝ), c * (Real.exp (-x) * x ^ s) = c * (Nat.factorial s : ℝ) := by
    have h := Real.Gamma_eq_integral (s := (s : ℝ) + 1) (by positivity)
    simp only [add_sub_cancel_right, Real.rpow_natCast] at h
    rw [integral_const_mul, ← h, Real.Gamma_nat_eq_factorial]
  -- at zero energy everything is transmitted
  have hT0 : transmission c d V s r 0 = 1 := by
    have hs0 : s ≠ 0 := by omega
    have hne : d * V ^ r ≠ 0 := by positivity
    simp only [transmission, outerStates, innerStates, zero_pow hs0, mul_zero, zero_add]
    exact div_self hne
  have hcont : ContinuousAt (transmission c d V s r) 0 := by
    have hne : c * (0 : ℝ) ^ s + d * (0 + V) ^ r ≠ 0 := by positivity
    unfold transmission outerStates innerStates
    exact ContinuousAt.div (by fun_prop) (by fun_prop) hne
  rw [← hG]
  have hlim : Tendsto (fun b => ∫ x in Ioi (0 : ℝ), reducedFlux c d V s r b x) atTop
      (𝓝 (∫ x in Ioi (0 : ℝ), c * (Real.exp (-x) * x ^ s))) := by
    refine tendsto_integral_filter_of_dominated_convergence
      (fun x => c * (Real.exp (-x) * x ^ s)) ?_ ?_ (outerFlux_integrable c s) ?_
    · filter_upwards [eventually_gt_atTop (0 : ℝ)] with b hb
      exact (reducedFlux_integrable hc hd hV hb).1.aestronglyMeasurable
    · filter_upwards [eventually_gt_atTop (0 : ℝ)] with b hb
      exact (ae_restrict_iff' measurableSet_Ioi).2
        (Eventually.of_forall (reducedFlux_integrable hc hd hV hb).2.1)
    · refine Eventually.of_forall fun x => ?_
      have hx : Tendsto (fun b : ℝ => x / b) atTop (𝓝 0) :=
        tendsto_const_nhds.div_atTop tendsto_id
      have ht := (hcont.tendsto.comp hx).const_mul (c * (Real.exp (-x) * x ^ s))
      rw [hT0, mul_one] at ht
      exact ht
  refine hlim.congr' ?_
  filter_upwards [eventually_gt_atTop (0 : ℝ)] with b hb
  exact (rate_eq_integral_reducedFlux hb).symm

end

end TwoTransitionStateModel
```

```lean
#print axioms TwoTransitionStateModel.rate_finite_and_strictMonoOn
#print axioms TwoTransitionStateModel.rate_strictAntiOn_temperature
#print axioms TwoTransitionStateModel.rate_tendsto_capture
```

```
'TwoTransitionStateModel.rate_finite_and_strictMonoOn' depends on axioms: [propext, Classical.choice, Quot.sound]
'TwoTransitionStateModel.rate_strictAntiOn_temperature' depends on axioms: [propext, Classical.choice, Quot.sound]
'TwoTransitionStateModel.rate_tendsto_capture' depends on axioms: [propext, Classical.choice, Quot.sound]
```

### What the theorems say

`outerStates`, `innerStates` and `effectiveStates` are \(N_1\), \(N_2\) and their series combination; `transmission` is \(t\), and `rate` is \(k\). The exponents are of type `ℕ`, the other parameters real, and `Ioi 0` is the open half-line of positive numbers.

`rate_finite_and_strictMonoOn` states, for \(r\le s\) and \(s\ge1\), that the thermal integrand is integrable for every \(b>0\) and that the rate increases strictly there. Integrability is stated explicitly because Lean assigns a divergent integral the value zero. `rate_strictAntiOn_temperature` restates the monotonicity in \(T>0\), for any positive `kB`. `rate_tendsto_capture` gives the cold limit for \(s\ge1\), without requiring \(r\le s\).

The series formula is assumed: it describes a complex that forgets how it was formed and has far more states than either transition state. Collisions, tunnelling, angular-momentum conservation and half-integer exponents are left out. For this collisionless model, an Arrhenius fit through two temperatures gives a negative activation energy although a saddle is present.

### How the proof follows the derivation

`transmission_strictAntiOn` avoids division by proving `key`, the cross-multiplied form of the rising ratio. It writes \(s=r+m\), uses \((E'+V)E<(E+V)E'\) for \(E<E'\), and treats \(r=0\) separately.

`reducedFlux_scaling` and `rate_eq_integral_reducedFlux` carry out the substitution. `transmission_mem_Icc` bounds \(t\), `outerFlux_integrable` shows that the Gamma integral converges, and `reducedFlux_integrable` combines them.

The main theorem scales integrability back to \(E\). For monotonicity, it shows that the difference of the two reduced integrands is positive at every \(x>0\); its support then has positive measure, so its integral is positive. The temperature theorem inserts \(b=1/(k_BT)\), and the limit theorem combines continuity of \(t\) at zero with dominated convergence.
